# For an s-type Gaussian and a more diffuse p-type HOMO in the plane, \(\tau_W/\tau\) tends to 0 far out on the nodal line and to 1 on every other line parallel to it

Suppose that a local hybrid weights exact exchange by \(\tau_W/\tau\), the von Weizsäcker kinetic energy density over the full one. The assumption that this weight tends to 1 throughout the density tail, because one orbital dominates there, can fail on that orbital's nodal line. In the two-orbital model below, the weight tends to 0 far out on that line.

## Orbitals and energy densities

```lean
import Mathlib

open Filter Topology

namespace LocalHybridNodalLine

noncomputable section
```

This loads Mathlib and its notation for limits.

```lean
/-- The nodeless Gaussian orbital `exp(-c r²)` in the plane. -/
def gauss (c x y : ℝ) : ℝ := Real.exp (-c * (x ^ 2 + y ^ 2))
```

For real \(c,x,y\), write \(g_c=e^{-cr^2}\) with \(r^2=x^2+y^2\). The first orbital is \(\phi_1=g_a\).

```lean
/-- The orbital `y exp(-b r²)`, which vanishes on the line `y = 0`. -/
def homo (b x y : ℝ) : ℝ := y * gauss b x y
```

The HOMO is \(\phi_2=y\,g_b\). The name is a label: no Hamiltonian appears, and for different positive exponents the two orbitals do not share a local potential.

```lean
/-- The density of the two singly occupied orbitals. -/
def density (a b x y : ℝ) : ℝ := gauss a x y ^ 2 + homo b x y ^ 2
```

Both orbitals are singly occupied, with the same spin: \(n=\phi_1^2+\phi_2^2\).

```lean
/-- The squared length of the gradient of a differentiable function on the plane. -/
def gradSq (f : ℝ → ℝ → ℝ) (x y : ℝ) : ℝ :=
  deriv (fun s => f s y) x ^ 2 + deriv (fun s => f x s) y ^ 2
```

This is \(|\nabla f|^2\); `deriv` differentiates in one variable with the other held fixed.

```lean
/-- The kinetic energy density `τ`, half the sum of the squared orbital gradients. -/
def tau (a b x y : ℝ) : ℝ := 1 / 2 * (gradSq (gauss a) x y + gradSq (homo b) x y)
```

In atomic units, \(\tau=\tfrac12(|\nabla\phi_1|^2+|\nabla\phi_2|^2)\).

```lean
/-- The von Weizsäcker kinetic energy density `|∇n|² / (8n)`, for `n ≠ 0`. -/
def tauW (a b x y : ℝ) : ℝ := gradSq (density a b) x y / (8 * density a b x y)
```

Likewise \(\tau_W=|\nabla n|^2/(8n)\).

```lean
/-- The ratio `τ_W / τ`, for `τ ≠ 0`. -/
def ratio (a b x y : ℝ) : ℝ := tauW a b x y / tau a b x y
```

`ratio` is \(\tau_W/\tau\), which equals 1 for a single real orbital wherever \(\tau\) and \(n\) are nonzero.

## What the second orbital adds

```lean
/-- The kinetic energy density and the squared density gradient, written out in terms of
the two Gaussians. -/
theorem tau_and_gradSq_density (a b x y : ℝ) :
    tau a b x y = 1 / 2 * (4 * a ^ 2 * (x ^ 2 + y ^ 2) * gauss a x y ^ 2
      + (1 - 4 * b * y ^ 2 + 4 * b ^ 2 * y ^ 2 * (x ^ 2 + y ^ 2)) * gauss b x y ^ 2) ∧
    gradSq (density a b) x y =
      4 * ((2 * a * x * gauss a x y ^ 2 + 2 * b * x * y ^ 2 * gauss b x y ^ 2) ^ 2
        + (y * (1 - 2 * b * y ^ 2) * gauss b x y ^ 2 - 2 * a * y * gauss a x y ^ 2) ^ 2) := by
  have sq' : ∀ t : ℝ, HasDerivAt (fun s : ℝ => s ^ 2) (2 * t) t := fun t => by
    simpa using hasDerivAt_pow 2 t
  have sqf : ∀ (f : ℝ → ℝ) (f' t : ℝ), HasDerivAt f f' t →
      HasDerivAt (fun s => f s ^ 2) (2 * f t * f') t := fun f f' t h => by
    simpa using h.fun_pow 2
  -- partial derivatives of a Gaussian
  have gx : ∀ c, HasDerivAt (fun s => gauss c s y) (-2 * c * x * gauss c x y) x := fun c => by
    unfold gauss
    exact (((sq' x).add_const (y ^ 2)).const_mul (-c)).exp.congr_deriv (by ring)
  have gy : ∀ c, HasDerivAt (fun s => gauss c x s) (-2 * c * y * gauss c x y) y := fun c => by
    unfold gauss
    exact (((sq' y).const_add (x ^ 2)).const_mul (-c)).exp.congr_deriv (by ring)
  -- partial derivatives of the orbital with the node
  have hx : HasDerivAt (fun s => homo b s y) (y * (-2 * b * x * gauss b x y)) x :=
    (gx b).const_mul y
  have hy : HasDerivAt (fun s => homo b x s)
      (1 * gauss b x y + y * (-2 * b * y * gauss b x y)) y :=
    (hasDerivAt_id' y).fun_mul (gy b)
  have nx : HasDerivAt (fun s => density a b s y) _ x :=
    (sqf _ _ _ (gx a)).fun_add (sqf _ _ _ hx)
  have ny : HasDerivAt (fun s => density a b x s) _ y :=
    (sqf _ _ _ (gy a)).fun_add (sqf _ _ _ hy)
  constructor
  · unfold tau gradSq
    rw [(gx a).deriv, (gy a).deriv, hx.deriv, hy.deriv]
    ring
  · unfold gradSq
    rw [nx.deriv, ny.deriv]
    simp only [homo]
    ring
```

By hand, \(\nabla\phi_1=-2a(x,y)g_a\) and \(\nabla\phi_2=(-2bxy,\;1-2by^2)g_b\). Squaring and adding gives the first formula. The second follows from \(\nabla n=2\phi_1\nabla\phi_1+2\phi_2\nabla\phi_2\). In the proof, `sq'` and `sqf` are rules for differentiating squares, the later `HasDerivAt` lines give the partial derivatives, and `ring` does the algebra.

```lean
/-- For `a ≠ 0` the kinetic energy density is positive at every point of the plane. -/
theorem tau_pos {a : ℝ} (ha : a ≠ 0) (b x y : ℝ) : 0 < tau a b x y := by
  rw [(tau_and_gradSq_density a b x y).1]
  have hp : 0 < gauss a x y := Real.exp_pos _
  have hq : 0 < gauss b x y := Real.exp_pos _
  by_cases hy : y = 0
  · have h1 : 0 ≤ 4 * a ^ 2 * (x ^ 2 + y ^ 2) * gauss a x y ^ 2 := by positivity
    have h2 : 0 < gauss b x y ^ 2 := by positivity
    have h3 : 1 - 4 * b * y ^ 2 + 4 * b ^ 2 * y ^ 2 * (x ^ 2 + y ^ 2) = 1 := by
      rw [hy]; ring
    rw [h3]
    linarith
  · have h1 : 0 < 4 * a ^ 2 * (x ^ 2 + y ^ 2) * gauss a x y ^ 2 := by positivity
    have h2 : 0 ≤ ((1 - 2 * b * y ^ 2) ^ 2 + (2 * b * x * y) ^ 2) * gauss b x y ^ 2 := by
      positivity
    linarith
```

The HOMO term in \(\tau\) is \(\tfrac12[(1-2by^2)^2+(2bxy)^2]g_b^2\ge0\). For \(y\ne0\) the first orbital's term is positive; for \(y=0\) the HOMO term is \(g_b^2/2>0\).

```lean
/-- The Pauli kinetic energy density `τ - τ_W` of the two orbitals in closed form. -/
theorem tau_sub_tauW (a b x y : ℝ) :
    tau a b x y - tauW a b x y = gauss a x y ^ 2 * gauss b x y ^ 2 *
      (1 + 4 * (a - b) * y ^ 2 + 4 * (a - b) ^ 2 * y ^ 2 * (x ^ 2 + y ^ 2))
        / (2 * density a b x y) := by
  have hn : 0 < density a b x y := by unfold density gauss; positivity
  have hw : tauW a b x y * (8 * density a b x y) = gradSq (density a b) x y :=
    div_mul_cancel₀ _ (by positivity)
  rw [(tau_and_gradSq_density a b x y).2] at hw
  rw [eq_div_iff (by positivity), (tau_and_gradSq_density a b x y).1]
  simp only [density, homo] at hw ⊢
  linear_combination (-1 / 4) * hw
```

Expanding the squares gives
\[
\tau-\tau_W=\frac{|\phi_1\nabla\phi_2-\phi_2\nabla\phi_1|^2}{2n}.
\]
The vector inside is \(g_ag_b\,(2(a-b)xy,\;1+2(a-b)y^2)\), and its square is the stated numerator. Lean clears the denominators and checks the identity with `linear_combination`.

## On the nodal line

```lean
/-- The ratio `τ_W / τ` on the nodal line `y = 0`. -/
theorem ratio_nodal_line (a b x : ℝ) :
    ratio a b x 0 =
      4 * a ^ 2 * x ^ 2 / (4 * a ^ 2 * x ^ 2 + Real.exp (2 * (a - b) * x ^ 2)) := by
  have hp : 0 < gauss a x 0 := Real.exp_pos _
  have hn : 0 < density a b x 0 := by unfold density gauss; positivity
  have hq : gauss b x 0 ^ 2 = Real.exp (2 * (a - b) * x ^ 2) * gauss a x 0 ^ 2 := by
    simp only [gauss, sq, ← Real.exp_add]
    congr 1
    ring
  have hW : tauW a b x 0 = 2 * a ^ 2 * x ^ 2 * gauss a x 0 ^ 2 := by
    have h8 : 8 * density a b x 0 ≠ 0 := by positivity
    rw [tauW, div_eq_iff h8, (tau_and_gradSq_density a b x 0).2]
    simp only [density, homo]
    ring
  have hT : tau a b x 0 = gauss a x 0 ^ 2 / 2 *
      (4 * a ^ 2 * x ^ 2 + Real.exp (2 * (a - b) * x ^ 2)) := by
    rw [(tau_and_gradSq_density a b x 0).1, hq]
    ring
  rw [ratio, hW, hT, div_eq_div_iff (by positivity) (by positivity)]
  ring
```

At \(y=0\), \(n=g_a^2\) and \(\tau_W=2a^2x^2g_a^2\). The HOMO vanishes but its slope does not, so \(\tau=\tfrac12(4a^2x^2g_a^2+g_b^2)\). Since \(g_b^2=e^{2(a-b)x^2}g_a^2\), division gives
\[
\frac{\tau_W}{\tau}=\frac{4a^2x^2}{4a^2x^2+e^{2(a-b)x^2}}.
\]
The orbitals are unnormalised. Normalising them (\(a,b>0\)) multiplies the exponential by \(4b^2/a\), which leaves the limits unchanged.

```lean
/-- A decaying exponential `exp(-2du)` with `d > 0` suppresses any linear function of `u`
as `u` grows. -/
theorem exp_mul_linear_tendsto {ι : Type*} {l : Filter ι} {u : ι → ℝ} {d : ℝ} (hd : 0 < d)
    (hu : Tendsto u l atTop) (A B : ℝ) :
    Tendsto (fun i => Real.exp (-(2 * d * u i)) * (A + B * u i)) l (𝓝 0) := by
  have hv : Tendsto (fun i => 2 * d * u i) l atTop := hu.const_mul_atTop (by positivity)
  have h := (((Real.tendsto_pow_mul_exp_neg_atTop_nhds_zero 0).comp hv).const_mul A).add
    (((Real.tendsto_pow_mul_exp_neg_atTop_nhds_zero 1).comp hv).const_mul (B / (2 * d)))
  simp only [mul_zero, add_zero] at h
  refine h.congr fun i => ?_
  have e : B / (2 * d) * (2 * d * u i) = B * u i := by field_simp
  simp only [Function.comp_apply, pow_zero, pow_one]
  linear_combination Real.exp (-(2 * d * u i)) * e
```

`Tendsto f l (𝓝 0)` says that \(f\to0\) along `l`, a filter describing how the index moves; `atTop` means growth without bound. With \(v=2du\), the claim follows from \(e^{-v}\to0\) and \(ve^{-v}\to0\), weighted by \(A\) and \(B/(2d)\).

## Away from the node

```lean
/-- Off the nodal line and for `b r² ≥ 1`, the ratio `τ_W / τ` differs from one by at most
`exp(-2(a-b)r²) (1/y² + 4(a-b) + 4(a-b)²r²)`. -/
theorem abs_one_sub_ratio_le (a : ℝ) {b x y : ℝ} (hy : y ≠ 0)
    (hr : 1 ≤ b * (x ^ 2 + y ^ 2)) :
    |1 - ratio a b x y| ≤ Real.exp (-(2 * (a - b) * (x ^ 2 + y ^ 2))) *
      (1 / y ^ 2 + 4 * (a - b) + 4 * (a - b) ^ 2 * (x ^ 2 + y ^ 2)) := by
  obtain ⟨S, hSd⟩ : ∃ S, S = 1 / y ^ 2 + 4 * (a - b)
    + 4 * (a - b) ^ 2 * (x ^ 2 + y ^ 2) := ⟨_, rfl⟩
  rw [← hSd]
  have hy2 : 0 < y ^ 2 := by positivity
  have hS : y ^ 2 * S =
      1 + 4 * (a - b) * y ^ 2 + 4 * (a - b) ^ 2 * y ^ 2 * (x ^ 2 + y ^ 2) := by
    have h1 : y ^ 2 * (1 / y ^ 2) = 1 := mul_one_div_cancel hy2.ne'
    rw [hSd]
    linear_combination h1
  have hS0 : 0 ≤ S := by
    refine (mul_nonneg_iff_of_pos_left hy2).1 ?_
    rw [hS]
    nlinarith [sq_nonneg (1 + 2 * (a - b) * y ^ 2), sq_nonneg (2 * (a - b) * x * y)]
  have hp : 0 < gauss a x y := Real.exp_pos _
  have hq : 0 < gauss b x y := Real.exp_pos _
  have hE : gauss a x y ^ 2 =
      Real.exp (-(2 * (a - b) * (x ^ 2 + y ^ 2))) * gauss b x y ^ 2 := by
    simp only [gauss, sq, ← Real.exp_add]
    congr 1
    ring
  have hb : 0 < b := by
    by_contra h
    nlinarith [mul_nonneg (neg_nonneg.2 (not_lt.1 h)) (add_nonneg (sq_nonneg x) hy2.le)]
  -- the orbital with the node alone keeps `τ` large
  have hK : gauss b x y ^ 2 / 2 ≤ tau a b x y := by
    rw [(tau_and_gradSq_density a b x y).1]
    have h1 : 0 ≤ 4 * a ^ 2 * (x ^ 2 + y ^ 2) * gauss a x y ^ 2 := by positivity
    have h2 : 0 ≤ 4 * b * y ^ 2 * gauss b x y ^ 2 * (b * (x ^ 2 + y ^ 2) - 1) :=
      mul_nonneg (by positivity) (by linarith)
    linarith
  have hT : 0 < tau a b x y := lt_of_lt_of_le (by positivity) hK
  have hn : y ^ 2 * gauss b x y ^ 2 ≤ density a b x y := by
    simp only [density, homo]
    nlinarith [sq_nonneg (gauss a x y)]
  have hn0 : 0 < density a b x y := lt_of_lt_of_le (by positivity) hn
  rw [ratio, one_sub_div hT.ne', tau_sub_tauW, ← hS, abs_of_nonneg (by positivity),
    div_le_iff₀ hT]
  calc gauss a x y ^ 2 * gauss b x y ^ 2 * (y ^ 2 * S) / (2 * density a b x y)
      ≤ gauss a x y ^ 2 * gauss b x y ^ 2 * (y ^ 2 * S) / (2 * (y ^ 2 * gauss b x y ^ 2)) :=
        div_le_div_of_nonneg_left (by positivity) (by positivity) (by linarith)
    _ = Real.exp (-(2 * (a - b) * (x ^ 2 + y ^ 2))) * S * (gauss b x y ^ 2 / 2) := by
        rw [div_eq_iff (by positivity)]
        linear_combination gauss b x y ^ 2 * y ^ 2 * S * hE
    _ ≤ _ := mul_le_mul_of_nonneg_left hK (by positivity)
```

Let \(S\) be the last bracket of the bound. Then \(y^2S\) is the bracket in \(\tau-\tau_W\), a sum of squares. If \(br^2\ge1\), the HOMO term \(\tfrac12[1+4by^2(br^2-1)]g_b^2\) gives \(\tau\ge g_b^2/2\). Also \(n\ge y^2g_b^2\). Hence
\[
0\le1-\frac{\tau_W}{\tau}\le\frac{g_a^2g_b^2\,y^2S}{2y^2g_b^2}\cdot\frac{2}{g_b^2}=e^{-2(a-b)r^2}S.
\]
The `calc` block follows these steps.

## The limits

```lean
/-- For `a > b`, the ratio `τ_W / τ` tends to zero as `x → +∞` on the nodal line. -/
theorem ratio_tendsto_zero_on_node {a b : ℝ} (hab : b < a) :
    Tendsto (fun x => ratio a b x 0) atTop (𝓝 0) := by
  have h := exp_mul_linear_tendsto (sub_pos.2 hab)
    (tendsto_pow_atTop (α := ℝ) two_ne_zero) 0 (4 * a ^ 2)
  refine squeeze_zero (fun x => ?_) (fun x => ?_) h
  · rw [ratio_nodal_line]
    positivity
  · rw [ratio_nodal_line]
    have hN : 0 ≤ 4 * a ^ 2 * x ^ 2 := by positivity
    refine (div_le_div_of_nonneg_left hN (Real.exp_pos (2 * (a - b) * x ^ 2))
      (by linarith)).trans (le_of_eq ?_)
    rw [Real.exp_neg, zero_add, div_eq_mul_inv, mul_comm]
```

Dropping \(4a^2x^2\) from the denominator bounds the ratio by \(4a^2x^2e^{-2(a-b)x^2}\), which tends to 0. `squeeze_zero` concludes.

```lean
/-- For `a > b > 0`, the ratio `τ_W / τ` tends to one along every escape to infinity that
keeps at least a fixed distance `δ > 0` from the nodal line. -/
theorem ratio_tendsto_one_off_node {ι : Type*} {l : Filter ι} {x y : ι → ℝ} {a b δ : ℝ}
    (hb : 0 < b) (hab : b < a) (hδ : 0 < δ) (hy : ∀ᶠ i in l, δ ≤ |y i|)
    (hr : Tendsto (fun i => x i ^ 2 + y i ^ 2) l atTop) :
    Tendsto (fun i => ratio a b (x i) (y i)) l (𝓝 1) := by
  have hlim := exp_mul_linear_tendsto (sub_pos.2 hab) hr
    (1 / δ ^ 2 + 4 * (a - b)) (4 * (a - b) ^ 2)
  have h0 : Tendsto (fun i => 1 - ratio a b (x i) (y i)) l (𝓝 0) := by
    refine squeeze_zero_norm' ?_ hlim
    filter_upwards [hy, (hr.const_mul_atTop hb).eventually_ge_atTop 1] with i h1 h2
    have hyi : y i ≠ 0 := abs_pos.1 (hδ.trans_le h1)
    have hsq : δ ^ 2 ≤ y i ^ 2 := by
      have h3 := pow_le_pow_left₀ hδ.le h1 2
      rwa [sq_abs] at h3
    have hi : 1 / y i ^ 2 ≤ 1 / δ ^ 2 := one_div_le_one_div_of_le (by positivity) hsq
    rw [Real.norm_eq_abs]
    exact (abs_one_sub_ratio_le a hyi h2).trans
      (mul_le_mul_of_nonneg_left (by linarith) (Real.exp_pos _).le)
  simpa using h0.const_sub 1
```

The hypotheses say that eventually \(|y|\ge\delta\), and that \(r^2\to\infty\). Then \(1/y^2\le1/\delta^2\) and eventually \(br^2\ge1\), so the previous bound tends to 0. Paths that creep towards the node are not covered.

```lean
/-- For `a > b > 0`, the ratio `τ_W / τ` tends to one as `y → +∞` on the axis `x = 0`, perpendicular
to the nodal line. -/
theorem ratio_tendsto_one_on_axis {a b : ℝ} (hb : 0 < b) (hab : b < a) :
    Tendsto (fun y => ratio a b 0 y) atTop (𝓝 1) := by
  refine ratio_tendsto_one_off_node (x := fun _ => 0) (y := fun t => t) hb hab one_pos ?_ ?_
  · filter_upwards [eventually_ge_atTop (1 : ℝ)] with t ht
    exact ht.trans (le_abs_self t)
  · simp
```

On the axis \(x=0\), take \(\delta=1\): the ratio tends to 1 as \(y\to\infty\).

```lean
/-- For `a > b > 0`, the ratio `τ_W / τ` tends to one as `x → +∞` on every line parallel to the
nodal line and distinct from it. -/
theorem ratio_tendsto_one_on_parallel {a b y₀ : ℝ} (hb : 0 < b) (hab : b < a) (hy : y₀ ≠ 0) :
    Tendsto (fun x => ratio a b x y₀) atTop (𝓝 1) :=
  ratio_tendsto_one_off_node (x := fun t => t) (y := fun _ => y₀) hb hab (abs_pos.2 hy)
    (Eventually.of_forall fun _ => le_rfl)
    (tendsto_atTop_add_const_right _ _ (tendsto_pow_atTop two_ne_zero))

end

end LocalHybridNodalLine
```

On the line \(y=y_0\ne0\), take \(\delta=|y_0|\). However close this line runs to the node, the limit is 1; on the node itself it is 0. The ratio is even in \(x\) and in \(y\), so the same limits hold in the opposite directions.

```lean
#print axioms LocalHybridNodalLine.tau_pos
-- 'LocalHybridNodalLine.tau_pos' depends on axioms: [propext, Classical.choice, Quot.sound]
#print axioms LocalHybridNodalLine.ratio_tendsto_zero_on_node
-- 'LocalHybridNodalLine.ratio_tendsto_zero_on_node' depends on axioms: [propext, Classical.choice, Quot.sound]
#print axioms LocalHybridNodalLine.ratio_tendsto_one_on_axis
-- 'LocalHybridNodalLine.ratio_tendsto_one_on_axis' depends on axioms: [propext, Classical.choice, Quot.sound]
#print axioms LocalHybridNodalLine.ratio_tendsto_one_on_parallel
-- 'LocalHybridNodalLine.ratio_tendsto_one_on_parallel' depends on axioms: [propext, Classical.choice, Quot.sound]
```
